# For spins starting along +x, Ising evolution gives ⟨Sa+⟩ as a product of cosines

To check a spin-dynamics code with pairwise couplings, one can switch off every term except the Ising interaction, start all spins along +x, and compare the computed ⟨Sa+⟩ with a closed form. Here Sa+ = Sax + i Say raises spin a. For N spins-1/2 with ħ = 1, real symmetric couplings g_ab and

H = Σ_{a<b} g_ab Saz Sbz,

the value at real time t is

⟨Sa+⟩(t) = (1/2) ∏_{b≠a} cos(g_ab t/2).

## What the comparison detects

The reference value costs N − 1 cosines per spin, for any coupling table. A mismatch can reveal a wrong coupling, a factor of two between spin and Pauli operators, or a truncation error in a compressed state. Some errors stay hidden. The Ising terms commute, so splitting them into separate gates adds no error, and the comparison says nothing about splitting non-commuting terms. The cosine is even, so a wrong overall sign of g also passes; the product-state formula below can expose it if the partners have unequal up and down populations.

## From energy phases to cosines

Let s be a z-basis configuration with m_b = ±1/2 on spin b. H is diagonal, with energy

E(s) = Σ_{a<b} g_ab m_a m_b,

so each amplitude only acquires a phase:

ψ_s(t) = exp(−itE(s)) ψ_s(0).

Sa+ turns down into up. Only configurations s with spin a up therefore contribute, each paired with s′, the same configuration with spin a down:

⟨Sa+⟩ = Σ_{s: a up} conj(ψ_s(t)) ψ_s′(t).

Pairs without a cancel in the energy difference. In the others m_a changes from 1/2 to −1/2, so

E(s) − E(s′) = Σ_{b≠a} g_ab m_b.

For an initial product state with amplitudes u_b↑ and u_b↓, each term is conj(u_a↑) u_a↓ times one factor per partner, |u_b|² exp(it g_ab m_b), with u_b taken at the partner's orientation. Summing over each partner independently gives

⟨Sa+⟩ = conj(u_a↑) u_a↓ ∏_{b≠a} [ |u_b↑|² exp(i g_ab t/2) + |u_b↓|² exp(−i g_ab t/2) ].

With every amplitude equal to 1/√2, the prefactor is 1/2 and each bracket is cos(g_ab t/2).

For N = 1 the product is empty and ⟨Sa+⟩ stays at 1/2. For N = 2 it is (1/2) cos(g_ab t/2).

## The same steps in Lean

`isingH_eq_diagonal` finds the energies on the diagonal. `evolve_apply` turns the matrix exponential into phases, using the fact that evaluation at one configuration is a continuous ring homomorphism. `energy_flip` computes the energy difference by cases on whether each pair contains a. `coherence_product` writes each configuration's contribution as a product of one-spin factors `F`, then exchanges sum and product with `Finset.prod_univ_sum`. `ising_dephasing` inserts the equal amplitudes and combines the two exponentials into a cosine.

```lean
import Mathlib

open Matrix NormedSpace

namespace IsingDephasing

noncomputable section

/-- A configuration of `N` spins-1/2 in the z basis: `0` is up, `1` is down. -/
abbrev Config (N : ℕ) := Fin N → Fin 2

/-- The z component of a single spin: `1/2` for up and `-1/2` for down. -/
def mz : Fin 2 → ℝ := ![1/2, -1/2]

/-- The one-spin operator Sz. -/
def sZ : Matrix (Fin 2) (Fin 2) ℂ := diagonal fun i => (mz i : ℂ)

/-- The one-spin operator Sx. -/
def sX : Matrix (Fin 2) (Fin 2) ℂ := !![0, 1/2; 1/2, 0]

/-- The one-spin raising operator S+, which turns down into up. -/
def sPlus : Matrix (Fin 2) (Fin 2) ℂ := !![0, 1; 0, 0]

variable {N : ℕ}

/-- The one-spin operator `A` acting on spin `a`, with the identity on all other spins. -/
def onSite (a : Fin N) (A : Matrix (Fin 2) (Fin 2) ℂ) : Matrix (Config N) (Config N) ℂ :=
  Matrix.of fun s r => ∑ x, if r = Function.update s a x then A (s a) x else 0

/-- The Ising Hamiltonian: the sum over pairs `a < b` of `g a b` times Saz Sbz. -/
def isingH (g : Fin N → Fin N → ℝ) : Matrix (Config N) (Config N) ℂ :=
  ∑ a, ∑ b with a < b, (g a b : ℂ) • (onSite a sZ * onSite b sZ)

/-- The state `exp(-itH) ψ` reached from `ψ` after time `t`. -/
def evolve (g : Fin N → Fin N → ℝ) (t : ℝ) (ψ : Config N → ℂ) : Config N → ℂ :=
  NormedSpace.exp ((-(Complex.I * t)) • isingH g) *ᵥ ψ

/-- The inner product of `ψ` with `A ψ`. -/
def expectation (A : Matrix (Config N) (Config N) ℂ) (ψ : Config N → ℂ) : ℂ :=
  star ψ ⬝ᵥ (A *ᵥ ψ)

/-- The product state in which spin `b` has amplitudes `u b 0` (up) and `u b 1` (down). -/
def productState (u : Fin N → Fin 2 → ℂ) : Config N → ℂ := fun s => ∏ b, u b (s b)

/-- The product state with both amplitudes of every spin equal to `1/√2`. -/
def plusState (N : ℕ) : Config N → ℂ := productState fun _ _ => (((√2)⁻¹ : ℝ) : ℂ)

/-- The classical Ising energy of a configuration. -/
def energy (g : Fin N → Fin N → ℝ) (s : Config N) : ℝ :=
  ∑ a, ∑ b with a < b, g a b * (mz (s a) * mz (s b))

/-- At configuration `s`, `onSite a A` applied to `ψ` is the sum over orientations `x` of spin `a`
of `A (s a) x` times the amplitude of `s` with spin `a` set to `x`. -/
theorem onSite_mulVec (a : Fin N) (A : Matrix (Fin 2) (Fin 2) ℂ) (ψ : Config N → ℂ)
    (s : Config N) :
    (onSite a A *ᵥ ψ) s = ∑ x, A (s a) x * ψ (Function.update s a x) := by
  simp only [onSite, mulVec, dotProduct, of_apply, Finset.sum_mul, ite_mul, zero_mul]
  rw [Finset.sum_comm]
  simp

/-- `plusState` is an eigenvector of every Sax with eigenvalue `1/2`. -/
theorem plusState_eigen (a : Fin N) :
    onSite a sX *ᵥ plusState N = (1/2 : ℂ) • plusState N := by
  have h : ∀ i, ∑ x, sX i x = 1/2 := by
    intro i
    fin_cases i <;> simp [sX, Fin.sum_univ_two]
  ext s
  rw [onSite_mulVec]
  simp only [plusState, productState, Pi.smul_apply, smul_eq_mul, ← Finset.sum_mul, h]

theorem inv_sqrt_two_sq : ((√2)⁻¹ : ℝ) ^ 2 = 1/2 := by
  rw [inv_pow, Real.sq_sqrt (by norm_num)]
  norm_num

/-- `plusState` has norm one. -/
theorem plusState_normalized : star (plusState N) ⬝ᵥ plusState N = 1 := by
  have h : star (((√2)⁻¹ : ℝ) : ℂ) * (((√2)⁻¹ : ℝ) : ℂ) = 1/2 := by
    rw [← starRingEnd_apply, Complex.conj_ofReal, ← Complex.ofReal_mul, ← pow_two,
      inv_sqrt_two_sq]
    norm_num
  simp only [dotProduct, Pi.star_apply, plusState, productState, Finset.prod_const,
    Finset.sum_const, Finset.card_univ, Fintype.card_fun, Fintype.card_fin, nsmul_eq_mul,
    star_pow, ← mul_pow, h]
  push_cast
  rw [← mul_pow]
  norm_num

/-- In the z basis the Ising Hamiltonian is diagonal, with the classical energies as entries. -/
theorem isingH_eq_diagonal (g : Fin N → Fin N → ℝ) :
    isingH g = diagonal fun s => (energy g s : ℂ) := by
  have hz : ∀ a : Fin N, onSite a sZ = diagonal fun s => (mz (s a) : ℂ) := by
    intro a
    ext s r
    simp only [onSite, of_apply]
    rw [Finset.sum_eq_single (s a)]
    · rw [Function.update_eq_self]
      by_cases h : s = r
      · subst h
        simp [sZ]
      · simp [h, Ne.symm h]
    · intro x _ hx
      simp [sZ, diagonal_apply_ne _ hx.symm]
    · simp
  ext s r
  by_cases h : s = r
  · subst h
    simp [isingH, energy, hz, Matrix.sum_apply]
  · simp [isingH, hz, Matrix.sum_apply, h]

/-- Under the Ising evolution each z-basis amplitude only acquires the phase of its energy. -/
theorem evolve_apply (g : Fin N → Fin N → ℝ) (t : ℝ) (ψ : Config N → ℂ) (s : Config N) :
    evolve g t ψ s = Complex.exp (-(Complex.I * t) * energy g s) * ψ s := by
  -- evaluation at `s` is a continuous ring homomorphism, so it commutes with the exponential
  have hexp : ∀ f : Config N → ℂ, NormedSpace.exp f s = NormedSpace.exp (f s) := fun f =>
    NormedSpace.map_exp (Pi.evalRingHom (fun _ : Config N => ℂ) s) (continuous_apply s) f
  rw [evolve, isingH_eq_diagonal, ← diagonal_smul, Matrix.exp_diagonal, mulVec_diagonal,
    hexp, ← Complex.exp_eq_exp_ℂ, Pi.smul_apply, smul_eq_mul]

/-- For symmetric couplings, the energy with spin `a` up minus the energy with it turned down
is the sum over the other spins of `g a b` times their z components. -/
theorem energy_flip (g : Fin N → Fin N → ℝ) (hg : ∀ a b, g a b = g b a) (a : Fin N)
    (s : Config N) (hs : s a = 0) :
    energy g s - energy g (Function.update s a 1)
      = ∑ b ∈ Finset.univ.erase a, g a b * mz (s b) := by
  have h0 : mz 0 = 1/2 := rfl
  have h1 : mz 1 = -1/2 := rfl
  -- only pairs containing `a` contribute
  have pair : ∀ c d : Fin N,
      (if c < d then g c d * (mz (s c) * mz (s d)) else 0)
        - (if c < d then g c d * (mz (Function.update s a 1 c)
            * mz (Function.update s a 1 d)) else 0)
      = (if c = a then (if a < d then g a d * mz (s d) else 0) else 0)
        + (if d = a then (if c < a then g a c * mz (s c) else 0) else 0) := by
    intro c d
    by_cases hc : c = a <;> by_cases hd : d = a
    · simp [hc, hd]
    · by_cases h : a < d <;>
        simp only [hc, hd, h, hs, h0, h1, Function.update_self, Function.update_of_ne, ne_eq,
          not_false_eq_true, ↓reduceIte] <;> ring
    · by_cases h : c < a <;>
        simp only [hc, hd, h, hs, h0, h1, hg c a, Function.update_self, Function.update_of_ne,
          ne_eq, not_false_eq_true, ↓reduceIte] <;> ring
    · simp [hc, hd]
  have key : ∀ F G : Fin N → ℝ,
      ∑ c, ∑ d, ((if c = a then F d else 0) + (if d = a then G c else 0))
        = ∑ b, (F b + G b) := by
    intro F G
    simp only [Finset.sum_add_distrib]
    congr 1
    · rw [Finset.sum_comm]
      simp
    · simp
  simp only [energy, Finset.sum_filter, ← Finset.sum_sub_distrib]
  rw [Finset.sum_congr rfl fun c _ => Finset.sum_congr rfl fun d _ => pair c d]
  refine (key (fun d => if a < d then g a d * mz (s d) else 0)
    (fun c => if c < a then g a c * mz (s c) else 0)).trans ?_
  rw [← Finset.add_sum_erase _ _ (Finset.mem_univ a)]
  simp only [lt_irrefl, ↓reduceIte, zero_add]
  refine Finset.sum_congr rfl fun b hb => ?_
  rcases lt_or_gt_of_ne (Finset.ne_of_mem_erase hb) with h | h <;> simp [h, lt_asymm h]

/-- For symmetric couplings and any initial product state, normalised or not, the inner product of
the state at time `t` with Sa+ applied to it is `star (u a 0) * u a 1` times one factor for each
other spin: the sum of its two phases weighted by its squared amplitudes. -/
theorem coherence_product (g : Fin N → Fin N → ℝ) (hg : ∀ a b, g a b = g b a) (t : ℝ)
    (a : Fin N) (u : Fin N → Fin 2 → ℂ) :
    expectation (onSite a sPlus) (evolve g t (productState u))
      = star (u a 0) * u a 1 * ∏ b ∈ Finset.univ.erase a,
          ∑ x, (‖u b x‖ : ℂ) ^ 2 * Complex.exp (Complex.I * t * (g a b * mz x)) := by
  let F : Fin N → Fin 2 → ℂ := fun b x =>
    if b = a then (if x = 0 then star (u a 0) * u a 1 else 0)
    else (‖u b x‖ : ℂ) ^ 2 * Complex.exp (Complex.I * t * (g a b * mz x))
  -- each configuration contributes a product of one-spin factors
  have hF : ∀ s : Config N, star (evolve g t (productState u) s)
      * (onSite a sPlus *ᵥ evolve g t (productState u)) s = ∏ b, F b (s b) := by
    intro s
    rw [onSite_mulVec, ← Finset.mul_prod_erase Finset.univ _ (Finset.mem_univ a)]
    by_cases h : s a = 0
    · have e1 : ∑ x, sPlus (s a) x * evolve g t (productState u) (Function.update s a x)
          = evolve g t (productState u) (Function.update s a 1) := by
        simp [h, sPlus, Fin.sum_univ_two]
      have hFa : F a (s a) = star (u a 0) * u a 1 := by simp [F, h]
      have hFb : ∏ b ∈ Finset.univ.erase a, F b (s b)
          = ∏ b ∈ Finset.univ.erase a, ((‖u b (s b)‖ : ℂ) ^ 2
            * Complex.exp (Complex.I * t * (g a b * mz (s b)))) :=
        Finset.prod_congr rfl fun b hb => by
          simp only [F, if_neg (Finset.ne_of_mem_erase hb)]
      obtain ⟨P, hP⟩ : ∃ P, P = ∏ b ∈ Finset.univ.erase a, u b (s b) := ⟨_, rfl⟩
      have hp0 : productState u s = u a 0 * P := by
        rw [hP, productState, ← Finset.mul_prod_erase _ _ (Finset.mem_univ a), h]
      have hp1 : productState u (Function.update s a 1) = u a 1 * P := by
        rw [hP, productState, ← Finset.mul_prod_erase _ _ (Finset.mem_univ a),
          Function.update_self]
        congr 1
        exact Finset.prod_congr rfl fun b hb => by
          rw [Function.update_of_ne (Finset.ne_of_mem_erase hb)]
      have hN : ∏ b ∈ Finset.univ.erase a, (‖u b (s b)‖ : ℂ) ^ 2 = star P * P := by
        rw [hP, ← starRingEnd_apply, map_prod, ← Finset.prod_mul_distrib]
        exact Finset.prod_congr rfl fun b _ => (Complex.conj_mul' _).symm
      -- the exponents from the other spins add up to `I * t` times the energy difference
      have hsum : ∑ b ∈ Finset.univ.erase a, Complex.I * t * ((g a b : ℂ) * mz (s b))
          = Complex.I * t * (energy g s - energy g (Function.update s a 1)) := by
        rw [← Finset.mul_sum]
        congr 1
        exact_mod_cast (energy_flip g hg a s h).symm
      have hphase : star (Complex.exp (-(Complex.I * t) * energy g s))
          * Complex.exp (-(Complex.I * t) * energy g (Function.update s a 1))
          = ∏ b ∈ Finset.univ.erase a,
            Complex.exp (Complex.I * t * (g a b * mz (s b))) := by
        rw [← starRingEnd_apply, ← Complex.exp_conj, ← Complex.exp_add, ← Complex.exp_sum, hsum]
        congr 1
        simp only [map_mul, map_neg, Complex.conj_I, Complex.conj_ofReal]
        ring
      rw [e1, hFa, hFb, Finset.prod_mul_distrib, hN, evolve_apply, evolve_apply, hp0, hp1,
        star_mul', star_mul']
      linear_combination (star (u a 0) * u a 1 * star P * P) * hphase
    · have h1 : s a = 1 := by
        have : ∀ i : Fin 2, i ≠ 0 → i = 1 := by decide
        exact this _ h
      have hFa : F a (s a) = 0 := by simp [F, h1]
      rw [hFa, zero_mul]
      simp [h1, sPlus]
  calc expectation (onSite a sPlus) (evolve g t (productState u))
      = ∑ s : Config N, ∏ b, F b (s b) := by
        simp only [expectation, dotProduct, Pi.star_apply]
        exact Finset.sum_congr rfl fun s _ => hF s
    _ = ∏ b, ∑ x, F b x := by rw [Finset.prod_univ_sum, Fintype.piFinset_univ]
    _ = _ := by
        rw [← Finset.mul_prod_erase Finset.univ _ (Finset.mem_univ a)]
        congr 1
        · simp [F]
        · exact Finset.prod_congr rfl fun b hb => by
            simp only [F, if_neg (Finset.ne_of_mem_erase hb)]

/-- Inhomogeneous Ising dephasing: for symmetric couplings and all spins initially along +x,
the expectation of Sa+ at time `t` is half the product of `cos (g a b * t / 2)` over `b ≠ a`. -/
theorem ising_dephasing (g : Fin N → Fin N → ℝ) (hg : ∀ a b, g a b = g b a) (t : ℝ)
    (a : Fin N) :
    expectation (onSite a sPlus) (evolve g t (plusState N))
      = ((1/2 * ∏ b ∈ Finset.univ.erase a, Real.cos (g a b * t / 2) : ℝ) : ℂ) := by
  rw [plusState, coherence_product g hg, Complex.ofReal_mul, Complex.ofReal_prod]
  congr 1
  · rw [← starRingEnd_apply, Complex.conj_ofReal, ← Complex.ofReal_mul, ← pow_two,
      inv_sqrt_two_sq]
  · refine Finset.prod_congr rfl fun b _ => ?_
    have h0 : mz 0 = 1/2 := rfl
    have h1 : mz 1 = -1/2 := rfl
    -- up and down partners give opposite phases with equal weight
    have e0 : Complex.I * t * ((g a b : ℂ) * mz 0) = ((g a b * t / 2 : ℝ) : ℂ) * Complex.I := by
      rw [h0]
      push_cast
      ring
    have e1 : Complex.I * t * ((g a b : ℂ) * mz 1)
        = -((g a b * t / 2 : ℝ) : ℂ) * Complex.I := by
      rw [h1]
      push_cast
      ring
    rw [Fin.sum_univ_two, e0, e1, Complex.norm_real, Real.norm_eq_abs, ← Complex.ofReal_pow,
      sq_abs, inv_sqrt_two_sq, Complex.ofReal_cos, Complex.cos]
    push_cast
    ring

/-- If all pairs have the same coupling `χ`, the expectation of Sa+ for spins initially along +x
is half the power `N - 1` of `cos (χ * t / 2)`. -/
theorem uniform_dephasing (χ t : ℝ) (a : Fin N) :
    expectation (onSite a sPlus) (evolve (fun _ _ => χ) t (plusState N))
      = ((1/2 * Real.cos (χ * t / 2) ^ (N - 1) : ℝ) : ℂ) := by
  rw [ising_dephasing _ (fun _ _ => rfl), Finset.prod_const,
    Finset.card_erase_of_mem (Finset.mem_univ a), Finset.card_univ, Fintype.card_fin]

/-- For symmetric couplings and spins initially along +x, the expectation of Sa+ vanishes at time
`t` exactly when `g a b * t` is an odd multiple of π for some other spin `b`. -/
theorem coherence_eq_zero_iff (g : Fin N → Fin N → ℝ) (hg : ∀ a b, g a b = g b a) (t : ℝ)
    (a : Fin N) :
    expectation (onSite a sPlus) (evolve g t (plusState N)) = 0
      ↔ ∃ b, b ≠ a ∧ ∃ k : ℤ, g a b * t = (2 * k + 1) * Real.pi := by
  rw [ising_dephasing g hg, Complex.ofReal_eq_zero, mul_eq_zero, or_iff_right (by norm_num),
    Finset.prod_eq_zero_iff]
  constructor
  · rintro ⟨b, hb, h⟩
    obtain ⟨k, hk⟩ := Real.cos_eq_zero_iff.1 h
    exact ⟨b, Finset.ne_of_mem_erase hb, k, by linarith⟩
  · rintro ⟨b, hb, k, hk⟩
    exact ⟨b, Finset.mem_erase.2 ⟨hb, Finset.mem_univ b⟩,
      Real.cos_eq_zero_iff.2 ⟨k, by linarith⟩⟩

end

end IsingDephasing
```

```lean
#print axioms IsingDephasing.plusState_normalized
-- 'IsingDephasing.plusState_normalized' depends on axioms: [propext, Classical.choice, Quot.sound]
#print axioms IsingDephasing.ising_dephasing
-- 'IsingDephasing.ising_dephasing' depends on axioms: [propext, Classical.choice, Quot.sound]
#print axioms IsingDephasing.uniform_dephasing
-- 'IsingDephasing.uniform_dephasing' depends on axioms: [propext, Classical.choice, Quot.sound]
#print axioms IsingDephasing.coherence_eq_zero_iff
-- 'IsingDephasing.coherence_eq_zero_iff' depends on axioms: [propext, Classical.choice, Quot.sound]
```

## Conventions, symmetry and the range of the theorems

A `Config N` assigns 0 (up) or 1 (down) to each site, and sites are numbered from 0. `onSite a A` is the one-spin matrix `A` on site `a` with the identity elsewhere. `evolve` applies the full exponential exp(−itH), with no time step. `plusState` is proved to be normalised and an eigenvector of every Sax with eigenvalue 1/2.

`expectation` does not divide by the norm. For unnormalised amplitudes in `coherence_product`, the physical value follows on dividing by ∏_b (|u_b↑|² + |u_b↓|²), taken over all spins.

The hypothesis `hg` says that g is symmetric. It matters for codes that store only the upper triangle. Take N = 2 with g_01 = χ and g_10 = 0. The Hamiltonian reads g_01, so spin 1 has ⟨S1+⟩ = (1/2) cos(χt/2), while the formula reads g_10 and returns 1/2. For χ ≠ 0 these differ at general t.

Two corollaries follow. `uniform_dephasing` gives (1/2) cos^(N−1)(χt/2) for equal couplings χ. `coherence_eq_zero_iff` says that ⟨Sa+⟩ vanishes exactly when some partner b ≠ a has g_ab t = (2k+1)π for an integer k.

The theorems hold for every finite N that contains a site a. The couplings stand for static pair interactions, given as numbers. The theorems describe evolution under H alone. Fields, spin exchange and an environment are left out, and in an experiment they can change ⟨Sa+⟩.
